# Positive definite $R$, $Q$ with eigenvalues at least $a, b > 0$ satisfy $\|R-Q\| \le \|R^2-Q^2\|/(a+b)$ in the Frobenius norm

In a Löwdin population analysis I form $S^{1/2} P S^{1/2}$ from the density matrix $P$ and the overlap matrix $S$, and read the populations off the diagonal. My $S$ carries small errors from integral thresholds, so I am trusting that a small error in $S$ makes only a small error in $S^{1/2}$.

For positive numbers this is clear: $r - q = (r^2 - q^2)/(r + q)$, and the denominator is safe if $r$ and $q$ stay away from zero. Matrices need not commute, so I can't simply divide. I believe that the same estimate holds in the Frobenius norm, with lower bounds on the eigenvalues in the denominator. Can this be made rigorous, with a proof that Lean has checked?

## From an eigenvalue bound to a bound on the root

Yes. The division is replaced by an estimate for the linear equation $RX + XQ = Y$.

For complex $m \times n$ matrices, write $\langle X, Y\rangle = \sum_{ij} \overline{X_{ij}}\, Y_{ij}$ and $\|X\|^2 = \langle X, X\rangle$, which is the squared Frobenius norm. Let $R$ ($m \times m$) and $Q$ ($n \times n$) be Hermitian with eigenvalues at least $a$ and $b$, and let $c = a + b > 0$.

**Expectation values.** The matrix $R - a\mathbf 1$ is Hermitian with no negative eigenvalue, so it is positive semidefinite. Hence $x^\dagger R x \ge a\, x^\dagger x$ for every vector $x$.

**From vectors to matrices.** Let $x_j$ be the columns of $X$. Then
$$\langle X, RX\rangle = \sum_j x_j^\dagger R x_j \ge a \sum_j x_j^\dagger x_j = a\|X\|^2 .$$
For multiplication from the right, take adjoints. This leaves the norm and the real part of the inner product unchanged, and $(XQ)^\dagger = QX^\dagger$, so
$$\mathrm{Re}\langle X, XQ\rangle = \mathrm{Re}\langle X^\dagger, QX^\dagger\rangle \ge b\|X\|^2 .$$
With $Y = RX + XQ$, the sum of the two bounds is $c\|X\|^2 \le \mathrm{Re}\langle X, Y\rangle$.

**Expanding a square.** From
$$0 \le \|Y - cX\|^2 = \|Y\|^2 - 2c\,\mathrm{Re}\langle X, Y\rangle + c^2\|X\|^2$$
and the previous bound multiplied by $2c$,
$$2c^2\|X\|^2 \le 2c\,\mathrm{Re}\langle X, Y\rangle \le \|Y\|^2 + c^2\|X\|^2 .$$
Therefore $c^2\|X\|^2 \le \|Y\|^2$, that is, $\|X\| \le \|Y\|/(a+b)$.

**The difference of squares.** Now let $m = n$ and $X = R - Q$. Without commuting anything,
$$R(R-Q) + (R-Q)Q = R^2 - RQ + RQ - Q^2 = R^2 - Q^2 ,$$
so $Y = R^2 - Q^2$ and the claim follows.

**Overlap matrices.** Let $S = R^2$ and $T = Q^2$ have eigenvalues at least $s > 0$, and let $R$ and $Q$ have no negative eigenvalues. If $Rv = \mu v$ with $v \ne 0$, then $Sv = \mu^2 v$, so $\mu^2 \ge s$ and $\mu \ge \sqrt s$. The same holds for $Q$. With $a = b = \sqrt s$,
$$\|S^{1/2} - T^{1/2}\| \le \frac{\|S - T\|}{2\sqrt s} .$$

**Equality.** For $R = a\mathbf 1$ and $Q = b\mathbf 1$ we have $R^2 - Q^2 = (a+b)(R - Q)$, so both sides agree. If $a \ne b$ and $n \ge 1$ they are nonzero, and the factor $1/(a+b)$ can't be lowered for those two eigenvalue bounds.

## The Lean file

```lean
import Mathlib

open Matrix
open scoped ComplexOrder

namespace OverlapRootStability

variable {m n : Type*} [Fintype m] [Fintype n]

/-- The squared Frobenius norm: the sum of the squared moduli of all entries. -/
noncomputable def frobSq (X : Matrix m n ℂ) : ℝ := ∑ i, ∑ j, Complex.normSq (X i j)

/-- The Frobenius norm of a complex matrix. -/
noncomputable def frob (X : Matrix m n ℂ) : ℝ := √(frobSq X)

/-- The real part of the Frobenius inner product of two matrices. -/
noncomputable def reInner (X Y : Matrix m n ℂ) : ℝ :=
  ∑ i, ∑ j, (star (X i j) * Y i j).re

/-- The matrix `R` is Hermitian and all its eigenvalues are at least `a`. -/
structure HasFloor (R : Matrix n n ℂ) (a : ℝ) : Prop where
  herm : R.IsHermitian
  floor_le : ∀ (μ : ℝ) (v : n → ℂ), v ≠ 0 → R *ᵥ v = (μ : ℂ) • v → a ≤ μ

/-- Rayleigh bound: if `R` is Hermitian with all eigenvalues at least `a`, the expectation value of
`R` in any vector is at least `a` times the squared norm of the vector. -/
theorem rayleigh {R : Matrix n n ℂ} {a : ℝ} (h : HasFloor R a) (x : n → ℂ) :
    a * ∑ i, Complex.normSq (x i) ≤ (star x ⬝ᵥ R *ᵥ x).re := by
  classical
  have hB : (R - (a : ℂ) • (1 : Matrix n n ℂ)).IsHermitian := by
    have h1 : Rᴴ = R := h.herm
    show (R - (a : ℂ) • (1 : Matrix n n ℂ))ᴴ = _
    rw [conjTranspose_sub, conjTranspose_smul, conjTranspose_one, h1]
    simp
  -- the shifted matrix has no negative eigenvalue
  have hpos : (R - (a : ℂ) • (1 : Matrix n n ℂ)).PosSemidef := by
    rw [hB.posSemidef_iff_eigenvalues_nonneg]
    intro j
    have hv := hB.mulVec_eigenvectorBasis j
    have hne : (hB.eigenvectorBasis j).ofLp ≠ 0 := by
      intro h0
      have hz : hB.eigenvectorBasis j = 0 := by
        ext i
        exact congrFun h0 i
      have h1 := hB.eigenvectorBasis.orthonormal.1 j
      rw [hz, norm_zero] at h1
      exact zero_ne_one h1
    rw [sub_mulVec, smul_mulVec, one_mulVec] at hv
    have key := h.floor_le (hB.eigenvalues j + a) _ hne
      ((sub_eq_iff_eq_add.mp hv).trans (by
        ext i
        simp only [Pi.add_apply, Pi.smul_apply, Complex.real_smul, smul_eq_mul,
          Complex.ofReal_add]
        ring))
    have h5 : 0 ≤ hB.eigenvalues j := by linarith
    exact h5
  have h3 := (Complex.le_def.mp (hpos.dotProduct_mulVec_nonneg x)).1
  have h4 : star x ⬝ᵥ x = ((∑ i, Complex.normSq (x i) : ℝ) : ℂ) := by
    simp only [dotProduct, Pi.star_apply, Complex.ofReal_sum]
    refine Finset.sum_congr rfl fun i _ => ?_
    rw [Complex.star_def, Complex.normSq_eq_conj_mul_self]
  rw [sub_mulVec, smul_mulVec, one_mulVec, dotProduct_sub, dotProduct_smul, h4, smul_eq_mul,
    ← Complex.ofReal_mul, Complex.sub_re, Complex.ofReal_re, Complex.zero_re] at h3
  linarith

/-- If `R` is Hermitian with eigenvalues at least `a`, the real part of the Frobenius inner product
of `X` and `R X` is at least `a` times the squared Frobenius norm of `X`. -/
theorem left_coercive {R : Matrix m m ℂ} {a : ℝ} (h : HasFloor R a) (X : Matrix m n ℂ) :
    a * frobSq X ≤ reInner X (R * X) := by
  calc a * frobSq X = ∑ j, a * ∑ i, Complex.normSq (X i j) := by
        rw [frobSq, Finset.sum_comm, Finset.mul_sum]
    _ ≤ ∑ j, ∑ i, (star (X i j) * (R * X) i j).re := by
        -- the Rayleigh bound for each column
        refine Finset.sum_le_sum fun j _ => ?_
        have h1 := rayleigh h (fun i => X i j)
        have e : (star (fun i => X i j) ⬝ᵥ R *ᵥ (fun i => X i j))
            = ∑ i, star (X i j) * (R * X) i j := rfl
        rw [e, Complex.re_sum] at h1
        exact h1
    _ = reInner X (R * X) := Finset.sum_comm

/-- If `Q` is Hermitian with eigenvalues at least `b`, the real part of the Frobenius inner product
of `X` and `X Q` is at least `b` times the squared Frobenius norm of `X`. -/
theorem right_coercive {Q : Matrix n n ℂ} {b : ℝ} (h : HasFloor Q b) (X : Matrix m n ℂ) :
    b * frobSq X ≤ reInner X (X * Q) := by
  -- take adjoints and use the bound for left multiplication
  have h1 := left_coercive h Xᴴ
  have e1 : frobSq Xᴴ = frobSq X := by
    unfold frobSq
    rw [Finset.sum_comm]
    simp [conjTranspose_apply]
  have e2 : Q * Xᴴ = (X * Q)ᴴ := by rw [conjTranspose_mul, h.herm.eq]
  have e3 : reInner Xᴴ (X * Q)ᴴ = reInner X (X * Q) := by
    unfold reInner
    rw [Finset.sum_comm]
    refine Finset.sum_congr rfl fun i _ => Finset.sum_congr rfl fun j _ => ?_
    simp [conjTranspose_apply, Complex.mul_re]
  rwa [e1, e2, e3] at h1

/-- Stability of the Sylvester equation `R X + X Q = Y`: the Frobenius norm of `X` is at most that
of `Y` divided by the sum of the lower bounds on the eigenvalues of the Hermitian matrices `R` and
`Q`, provided that this sum is positive. -/
theorem sylvester_bound {R : Matrix m m ℂ} {Q : Matrix n n ℂ} {a b : ℝ}
    (hR : HasFloor R a) (hQ : HasFloor Q b) (hab : 0 < a + b) (X : Matrix m n ℂ) :
    frob X ≤ frob (R * X + X * Q) / (a + b) := by
  have hadd : reInner X (R * X + X * Q) = reInner X (R * X) + reInner X (X * Q) := by
    simp only [reInner, Matrix.add_apply, mul_add, Complex.add_re, Finset.sum_add_distrib]
  have h1 : (a + b) * frobSq X ≤ reInner X (R * X + X * Q) := by
    rw [hadd, add_mul]
    exact add_le_add (left_coercive hR X) (right_coercive hQ X)
  -- expand the nonnegative square of Y - c X, entry by entry
  have young : ∀ (c : ℝ) (Y : Matrix m n ℂ),
      2 * c * reInner X Y ≤ frobSq Y + c ^ 2 * frobSq X := by
    intro c Y
    simp only [reInner, frobSq, Finset.mul_sum, ← Finset.sum_add_distrib]
    refine Finset.sum_le_sum fun i _ => Finset.sum_le_sum fun j _ => ?_
    simp only [Complex.normSq_apply, Complex.mul_re, Complex.star_def, Complex.conj_re,
      Complex.conj_im]
    nlinarith [sq_nonneg ((Y i j).re - c * (X i j).re),
      sq_nonneg ((Y i j).im - c * (X i j).im)]
  have h2 := young (a + b) (R * X + X * Q)
  have h3 := mul_le_mul_of_nonneg_left h1 hab.le
  have h0 : 0 ≤ frobSq X :=
    Finset.sum_nonneg fun i _ => Finset.sum_nonneg fun j _ => Complex.normSq_nonneg _
  rw [le_div_iff₀ hab]
  unfold frob
  apply Real.le_sqrt_of_sq_le
  rw [mul_pow, Real.sq_sqrt h0]
  nlinarith

variable [DecidableEq n]

/-- Stability of the matrix root: if `R` and `Q` are Hermitian with eigenvalues at least `a` and
`b`, with `a + b > 0`, then `‖R - Q‖ ≤ ‖R² - Q²‖ / (a + b)` in the Frobenius norm. -/
theorem root_stability {R Q : Matrix n n ℂ} {a b : ℝ}
    (hR : HasFloor R a) (hQ : HasFloor Q b) (hab : 0 < a + b) :
    frob (R - Q) ≤ frob (R ^ 2 - Q ^ 2) / (a + b) := by
  have e : R ^ 2 - Q ^ 2 = R * (R - Q) + (R - Q) * Q := by noncomm_ring
  rw [e]
  exact sylvester_bound hR hQ hab (R - Q)

/-- If `R` is Hermitian with nonnegative eigenvalues and those of `R²` are at least `s`, then the
eigenvalues of `R` are at least `√s`. -/
theorem root_floor {R : Matrix n n ℂ} {s : ℝ} (h0 : HasFloor R 0) (hs : HasFloor (R ^ 2) s) :
    HasFloor R (√s) := by
  refine ⟨h0.herm, fun μ v hv e => Real.sqrt_le_iff.mpr ⟨h0.floor_le μ v hv e, ?_⟩⟩
  refine hs.floor_le (μ ^ 2) v hv ?_
  rw [pow_two R, ← mulVec_mulVec, e, mulVec_smul, e, smul_smul, Complex.ofReal_pow,
    pow_two (μ : ℂ)]

/-- Let `S` and `T` be Hermitian with eigenvalues at least `s > 0`. If `R` and `Q` are Hermitian
square roots of `S` and `T` without negative eigenvalues, then `R` and `Q` differ by at most `‖S -
T‖ / (2 √s)` in the Frobenius norm. -/
theorem overlap_root_stability {S T R Q : Matrix n n ℂ} {s : ℝ} (hs : 0 < s)
    (hS : HasFloor S s) (hT : HasFloor T s) (hR : HasFloor R 0) (hQ : HasFloor Q 0)
    (hRS : R ^ 2 = S) (hQT : Q ^ 2 = T) :
    frob (R - Q) ≤ frob (S - T) / (2 * √s) := by
  subst hRS hQT
  have hp := Real.sqrt_pos.mpr hs
  have h := root_stability (root_floor hR hS) (root_floor hQ hT) (by linarith)
  rwa [← two_mul] at h

/-- All eigenvalues of the matrix `a · 1` are at least `a`. -/
theorem scalar_floor (a : ℝ) : HasFloor ((a : ℂ) • (1 : Matrix n n ℂ)) a := by
  refine ⟨?_, fun μ v hv e => ?_⟩
  · show ((a : ℂ) • (1 : Matrix n n ℂ))ᴴ = _
    rw [conjTranspose_smul, conjTranspose_one]
    simp
  · obtain ⟨i, hi⟩ := Function.ne_iff.mp hv
    rw [smul_mulVec, one_mulVec] at e
    have h1 := congrFun e i
    simp only [Pi.smul_apply, smul_eq_mul] at h1
    exact (Complex.ofReal_injective (mul_right_cancel₀ hi h1)).le

/-- If `a + b > 0`, the stability bound is an equality for the matrices `a · 1` and `b · 1`. -/
theorem root_stability_sharp {a b : ℝ} (hab : 0 < a + b) :
    frob ((a : ℂ) • (1 : Matrix n n ℂ) - (b : ℂ) • (1 : Matrix n n ℂ)) =
      frob (((a : ℂ) • (1 : Matrix n n ℂ)) ^ 2 - ((b : ℂ) • (1 : Matrix n n ℂ)) ^ 2)
        / (a + b) := by
  have e : ((a : ℂ) • (1 : Matrix n n ℂ)) ^ 2 - ((b : ℂ) • (1 : Matrix n n ℂ)) ^ 2 =
      ((a + b : ℝ) : ℂ) • ((a : ℂ) • (1 : Matrix n n ℂ) - (b : ℂ) • (1 : Matrix n n ℂ)) := by
    rw [smul_pow, smul_pow, one_pow, Complex.ofReal_add]
    module
  -- the Frobenius norm is homogeneous
  have hom : ∀ (c : ℝ) (X : Matrix n n ℂ), 0 ≤ c → frob ((c : ℂ) • X) = c * frob X := by
    intro c X hc
    have h1 : frobSq ((c : ℂ) • X) = c ^ 2 * frobSq X := by
      simp only [frobSq, Finset.mul_sum, Matrix.smul_apply, smul_eq_mul, map_mul,
        Complex.normSq_ofReal, pow_two]
    unfold frob
    rw [h1, Real.sqrt_mul (sq_nonneg c), Real.sqrt_sq hc]
  rw [e, hom _ _ hab.le, mul_div_cancel_left₀ _ hab.ne']

end OverlapRootStability
```

```lean
#print axioms OverlapRootStability.overlap_root_stability
-- 'OverlapRootStability.overlap_root_stability' depends on axioms: [propext, Classical.choice, Quot.sound]
#print axioms OverlapRootStability.scalar_floor
-- 'OverlapRootStability.scalar_floor' depends on axioms: [propext, Classical.choice, Quot.sound]
#print axioms OverlapRootStability.root_stability_sharp
-- 'OverlapRootStability.root_stability_sharp' depends on axioms: [propext, Classical.choice, Quot.sound]
```

## What the theorems say about overlap matrices

`HasFloor R a` says that $R$ is Hermitian and that every real $\mu$ with $Rv = \mu v$ for some $v \ne 0$ satisfies $a \le \mu$. The number `a` is any lower bound, not necessarily the smallest eigenvalue. `frob` is the Frobenius norm, `frobSq` its square, and `reInner` is $\mathrm{Re}\langle X, Y\rangle$. The index types `m` and `n` are finite and label basis functions.

`root_stability` is the main inequality. It asks only for `0 < a + b`, so the positive definite case is included, and one of the two bounds may even be zero or negative.

`overlap_root_stability` is the form for your populations. With `0 < s`, the hypothesis `hS` says that $S$ is positive definite, as it is for a linearly independent basis, and `hT` asks for the same lower bound on the eigenvalues of the matrix $T$ that carries the errors. For normalised basis functions, a smallest eigenvalue of $S$ near zero means that the basis is close to linear dependence. Then `s` must be small too, and the bound becomes weak. The roots enter as matrices `R` and `Q` with `R ^ 2 = S`, `Q ^ 2 = T` and no negative eigenvalues; their existence is not part of the theorem. In a finite basis, the theorem thus limits how far an error in the overlap matrix can spread into $S^{1/2}$. It does not treat $S^{-1/2}$, the populations themselves or rounding errors in the computation of the root.

The eigenvalue condition could also have been modelled by requiring `R - a • 1` to be positive semidefinite. For Hermitian matrices this is equivalent. The bound on expectation values would then follow almost directly from the definition, while the step from $S$ to its root, which is short with eigenvectors, would take more work, for instance the spectral argument that is now in `rayleigh`.

The sign condition on the roots matters already for $1 \times 1$ matrices. Take $S = T = 1$, $R = 1$ and $Q = -1$. Everything in `overlap_root_stability` holds with $s = 1$ except `HasFloor Q 0`, yet $\|R - Q\| = 2$ while $\|S - T\| = 0$. A root on the wrong branch can be far away even when the overlap matrices coincide.

## How the Lean proof follows the derivation

`rayleigh` proves the bound on expectation values. It takes an eigenvector of the shifted matrix $R - a\mathbf 1$, with eigenvalue $\lambda_j$, and rewrites the eigenvalue equation as $Rv = (\lambda_j + a)v$. The field `floor_le` then gives $a \le \lambda_j + a$, so $\lambda_j \ge 0$, and `posSemidef_iff_eigenvalues_nonneg` turns this into positive semidefiniteness.

`left_coercive` exchanges the order of the two sums and applies `rayleigh` to each column. `right_coercive` applies `left_coercive` to `Xᴴ`; its steps `e1`, `e2` and `e3` are the three facts about adjoints used above.

In `sylvester_bound`, `h1` is $c\|X\|^2 \le \mathrm{Re}\langle X, Y\rangle$. The step `young` expands the square entry by entry: `nlinarith` receives the squares of the real and imaginary parts of $Y_{ij} - cX_{ij}$. After `Real.le_sqrt_of_sq_le` has removed the root on the right, the last `nlinarith` combines the two inequalities into $c^2\|X\|^2 \le \|Y\|^2$.

`root_stability` then needs only the difference of squares, which `noncomm_ring` verifies without assuming that $R$ and $Q$ commute. `root_floor` applies the bound on $R^2$ to the eigenvalue `μ ^ 2`, and `overlap_root_stability` inserts $\sqrt s$ for both `a` and `b`.

For the equality case, `scalar_floor` shows that $a\mathbf 1$ satisfies `HasFloor` with the bound `a`. `root_stability_sharp` factors the difference of squares and takes the positive number $a + b$ out of the norm by the local statement `hom`.
